# An integer matrix of finite order has a power with a centric reflection exactly when its order is even

A crystal whose electron density $u(x)$ is unchanged by an operation $x \mapsto Sx + t$ has related structure factors. Here $x$ and $t$ are in fractional coordinates, $S$ is an integer matrix with determinant $\pm1$, and $F(h) = \int u(x)\, e^{2\pi i h\cdot x}\,dx$ over one cell. Replacing $x$ by $Sx+t$ in the integral gives

$$F(h) = e^{2\pi i h\cdot t}\, F(S^{\mathsf T}h).$$

Suppose that $S^{\mathsf T}h = -h$. A real density has $F(-h) = \overline{F(h)}$, so $F(h) = e^{2\pi i h\cdot t}\,\overline{F(h)}$. If $F(h) \neq 0$, its phase is $\pi\, h\cdot t$ modulo $\pi$: only two values are possible. Such a reflection is called centric. For a real density with exact space-group symmetry, this restricts the phases of the Fourier coefficients used in crystallographic phasing and in plane-wave electronic-structure calculations.

When does a symmetry operation, or one of its powers, produce centric reflections? The condition $S^{\mathsf T}h=-h$ involves only $S$, which is called the rotation part even when its determinant is $-1$, so the question is one about integer matrices.

## Reflections reversed by a rotation part

The coordinates are labelled by a finite set `n`, so the dimension is arbitrary.

```lean
import Mathlib

open Matrix

namespace CentricReflections

variable {n : Type*} [Fintype n]
```

A reflection is an integer vector $h$. It is centric for $S$ when $h \neq 0$ and $S^{\mathsf T}h = -h$.

```lean
/-- The reflection `h` is centric for the rotation part `S`: it is nonzero and `S` sends it
to its Friedel opposite, `Sᵀ h = -h`. -/
def IsCentric (S : Matrix n n ℤ) (h : n → ℤ) : Prop :=
  h ≠ 0 ∧ Sᵀ *ᵥ h = -h
```

In `IsCentric`, the type `Matrix n n ℤ` expresses that $S$ is written in a lattice basis, and `*ᵥ` is the matrix acting on a column vector. The transpose fixes the convention that $S$ acts on positions and $S^{\mathsf T}$ on indices. The translation $t$, the density and the structure factors are not part of the formal model, so the phase relation above is motivation for the definition and not one of the theorems.

## Odd cycles exclude reversal

If $S^{\mathsf T}h=-h$, then $(S^k)^{\mathsf T}h = (-1)^k h$. This holds for $k=0$, and if it holds for $k$, then

$$(S^{k+1})^{\mathsf T}h = S^{\mathsf T}(S^k)^{\mathsf T}h = (-1)^k S^{\mathsf T}h = (-1)^{k+1}h.$$

```lean
variable [DecidableEq n]

/-- If an operation reverses `h`, its `k`-th power multiplies `h` by `(-1)^k`. -/
theorem pow_mulVec_of_reversed {S : Matrix n n ℤ} {h : n → ℤ}
    (hS : Sᵀ *ᵥ h = -h) (k : ℕ) : (S ^ k)ᵀ *ᵥ h = (-1 : ℤ) ^ k • h := by
  induction k with
  | zero => simp
  | succ k ih =>
    rw [pow_succ S k, Matrix.transpose_mul, ← Matrix.mulVec_mulVec, ih,
      Matrix.mulVec_smul, hS, pow_succ (-1 : ℤ) k, mul_smul, neg_one_smul]
```

The Lean induction rewrites the transpose of the product in the same order.

Now let $S^m = 1$ with $m$ odd. Then $h = (S^m)^{\mathsf T}h = (-1)^m h = -h$, so every component satisfies $2h_i = 0$ and $h=0$. This contradicts the requirement that a centric reflection be nonzero.

```lean
/-- An operation with an odd power equal to the identity has no centric reflections. -/
theorem not_isCentric_of_odd_pow {S : Matrix n n ℤ} {m : ℕ} (hm : Odd m)
    (hS : S ^ m = 1) (h : n → ℤ) : ¬ IsCentric S h := by
  rintro ⟨h0, hrev⟩
  have key := pow_mulVec_of_reversed hrev m
  -- going once around the cycle gives `h = -h`
  rw [hS, Matrix.transpose_one, Matrix.one_mulVec, hm.neg_one_pow, neg_one_smul] at key
  apply h0
  funext i
  have hi := congrFun key i
  simp only [Pi.neg_apply] at hi
  simp only [Pi.zero_apply]
  omega
```

The hypothesis asks only for some odd power equal to the identity; $m$ need not be the exact order. The final `omega` solves $h_i=-h_i$ over the integers.

## Every operation of order two reverses a reflection

Let $S^2 = 1$ and $S \neq 1$. Then $S^{\mathsf T} \neq 1$, so some integer vector $v$ has $S^{\mathsf T}v \neq v$. Put $h = S^{\mathsf T}v - v$, which is nonzero. Since $(S^{\mathsf T})^2 = (S^2)^{\mathsf T} = 1$,

$$S^{\mathsf T}h = v - S^{\mathsf T}v = -h.$$

```lean
/-- Every operation of order two has a centric reflection. -/
theorem exists_isCentric_of_involution {S : Matrix n n ℤ} (h2 : S * S = 1) (h1 : S ≠ 1) :
    ∃ h, IsCentric S h := by
  by_contra hn
  -- otherwise every difference `Sᵀ v - v`, which is reversed by `S`, vanishes
  have fix : ∀ v : n → ℤ, Sᵀ *ᵥ v = v := by
    intro v
    by_contra hv
    refine hn ⟨Sᵀ *ᵥ v - v, sub_ne_zero.mpr hv, ?_⟩
    rw [Matrix.mulVec_sub, Matrix.mulVec_mulVec, ← Matrix.transpose_mul, h2,
      Matrix.transpose_one, Matrix.one_mulVec, neg_sub]
  have hT : Sᵀ = 1 := Matrix.toLin'.injective (LinearMap.ext fun v => by
    rw [Matrix.toLin'_apply, Matrix.toLin'_apply, fix v, Matrix.one_mulVec])
  apply h1
  rw [← Matrix.transpose_transpose S, hT, Matrix.transpose_one]
```

Lean runs the argument by contradiction. If no reflection were centric, every difference $S^{\mathsf T}v - v$ would vanish; this is `fix`. A matrix that fixes every vector is the identity, which gives `hT` and hence $S=1$.

## The order decides

Let $R$ have finite order $m$.

If $m$ is odd, any power $S=R^k$ satisfies $S^m = (R^m)^k = 1$, so it has no centric reflection. If $m = 2r$, then $r>0$ and $(R^r)^2 = 1$. Moreover $R^r \neq 1$, since otherwise $m$ would divide the smaller positive number $r$. The operation $R^r$ therefore has order two and reverses some reflection.

```lean
/-- For an integer matrix `R` of finite order, some power of `R` has a centric reflection
if and only if the order of `R` is even. -/
theorem exists_centric_power_iff_even_order {R : Matrix n n ℤ} (hR : IsOfFinOrder R) :
    (∃ (k : ℕ) (h : n → ℤ), IsCentric (R ^ k) h) ↔ Even (orderOf R) := by
  constructor
  · rintro ⟨k, h, hc⟩
    by_contra hodd
    refine not_isCentric_of_odd_pow (Nat.not_even_iff_odd.mp hodd) ?_ h hc
    rw [← pow_mul, mul_comm, pow_mul, pow_orderOf_eq_one, one_pow]
  · rintro ⟨r, hr⟩
    have hpos := hR.orderOf_pos
    -- half of the full cycle is an operation of order two
    refine ⟨r, exists_isCentric_of_involution ?_ ?_⟩
    · rw [← pow_add, ← hr, pow_orderOf_eq_one]
    · intro h1
      have hle := Nat.le_of_dvd (by omega) (orderOf_dvd_of_pow_eq_one h1)
      omega
```

`IsOfFinOrder R` says that some positive power of $R$ is the identity, and `orderOf R` is the least such exponent. The left side of the equivalence asks for a natural exponent `k` and a reflection `h`; it doesn't say that $R$ itself reverses anything.

The same argument works for a finite point group $G$. If $|G|$ is odd, $g^{|G|}=1$ excludes centric reflections for every $g$. If $|G|$ is even, Cauchy's theorem supplies an element of order two. Its matrix squares to the identity and, because the representation is faithful, is not the identity itself.

```lean
/-- A finite point group, acting faithfully by integer matrices, has an operation with a
centric reflection if and only if the order of the group is even. -/
theorem pointGroup_exists_centric_iff {G : Type*} [Group G] [Finite G]
    (ρ : G →* Matrix n n ℤ) (hρ : Function.Injective ρ) :
    (∃ (g : G) (h : n → ℤ), IsCentric (ρ g) h) ↔ Even (Nat.card G) := by
  constructor
  · rintro ⟨g, h, hc⟩
    by_contra hodd
    refine not_isCentric_of_odd_pow (Nat.not_even_iff_odd.mp hodd) ?_ h hc
    rw [← map_pow, pow_card_eq_one', map_one]
  · intro he
    have : Fact (Nat.Prime 2) := ⟨Nat.prime_two⟩
    -- Cauchy's theorem supplies an operation of order two
    obtain ⟨g, hg⟩ := exists_prime_orderOf_dvd_card' (G := G) 2 he.two_dvd
    refine ⟨g, exists_isCentric_of_involution ?_ ?_⟩
    · rw [← map_mul, ← pow_two, ← hg, pow_orderOf_eq_one, map_one]
    · intro h1
      have hg1 : g = 1 := hρ (by rw [h1, map_one])
      rw [hg1, orderOf_one] at hg
      omega
```

The homomorphism `ρ` assigns each element its integer matrix, and `hρ` states faithfulness. `Nat.card G` is the order of the group.

## A threefold axis alone

Three is odd, so an operation of order three has no centric reflection, and neither has any of its powers.

```lean
/-- No power of an operation of order three has a centric reflection. -/
theorem threefold_no_centric {R : Matrix n n ℤ} (hR : orderOf R = 3) (k : ℕ) (h : n → ℤ) :
    ¬ IsCentric (R ^ k) h := by
  intro hc
  have hfin : IsOfFinOrder R := orderOf_pos_iff.mp (by omega)
  have he := (exists_centric_power_iff_even_order hfin).mp ⟨k, h, hc⟩
  rw [hR] at he
  exact absurd he (by decide)
```

The hypothesis is that the matrix has order exactly three, in any dimension. A threefold rotoinversion has order six and is not covered.

In hexagonal axes the threefold rotation about $c$ is the following matrix.

```lean
/-- The threefold rotation about the `c` axis in hexagonal axes. -/
def threefoldAxis : Matrix (Fin 3) (Fin 3) ℤ := !![0, -1, 0; 1, -1, 0; 0, 0, 1]
```

Its upper block $A$ satisfies $A^2 + A + 1 = 0$, hence $A^3 = 1$, and the third axis is fixed. The matrix is not the identity, because its first diagonal entry is $0$. As three is prime, the order is three.

```lean
/-- The threefold rotation in hexagonal axes has order three. -/
theorem threefold_no_centric_witness : orderOf threefoldAxis = 3 := by
  have : Fact (Nat.Prime 3) := ⟨Nat.prime_three⟩
  apply orderOf_eq_prime
  · ext i j
    fin_cases i <;> fin_cases j <;>
      simp [threefoldAxis, pow_succ, Matrix.mul_apply, Fin.sum_univ_three]
  · intro h
    have h00 := congrFun (congrFun h 0) 0
    simp [threefoldAxis] at h00
```

Lean checks the cube entry by entry. With this order, `threefold_no_centric` applies to the matrix.

## A fourfold axis and its $hk0$ zone

The fourfold rotation about $c$ has even order.

```lean
/-- The fourfold rotation about the `c` axis in tetragonal axes. -/
def fourfoldAxis : Matrix (Fin 3) (Fin 3) ℤ := !![0, -1, 0; 1, 0, 0; 0, 0, 1]
```

Its square is the twofold rotation $\mathrm{diag}(-1,-1,1)$, which sends $(h_0,h_1,h_2)$ to $(-h_0,-h_1,h_2)$. This equals $-h$ exactly when $h_2=0$. In crystallography the three components of a reflection are written $hkl$, so the centric reflections of the square are the nonzero ones of the form $hk0$. In this notation $h$ and $k$ are single indices, not the vector and the exponent used above.

```lean
/-- The centric reflections of the square of the fourfold rotation are exactly the nonzero
reflections `hk0`. -/
theorem fourfold_centric_zone (h : Fin 3 → ℤ) :
    IsCentric (fourfoldAxis ^ 2) h ↔ h ≠ 0 ∧ h 2 = 0 := by
  have e : fourfoldAxis ^ 2 = !![-1, 0, 0; 0, -1, 0; 0, 0, 1] := by
    ext i j
    fin_cases i <;> fin_cases j <;>
      simp [fourfoldAxis, pow_succ, Matrix.mul_apply, Fin.sum_univ_three]
  rw [e]
  refine and_congr_right fun _ => ⟨fun H => ?_, fun H => ?_⟩
  · have H2 := congrFun H 2
    simp [Matrix.mulVec, dotProduct, Fin.sum_univ_three] at H2
    omega
  · ext i
    fin_cases i <;> simp [Matrix.mulVec, dotProduct, Fin.sum_univ_three, H]
```

The equality `e` computes the square. The third component then gives one direction, and substituting $h_2=0$ gives the other.

## Infinite order behaves differently

Consider a shear of the plane lattice.

```lean
/-- A shear of the plane lattice. -/
def shear : Matrix (Fin 2) (Fin 2) ℤ := !![1, 1; 0, 1]
```

Its powers are $\begin{pmatrix}1&k\\0&1\end{pmatrix}$, by induction on $k$. None with $k>0$ is the identity, so the order is infinite. Reversal of $h$ by the $k$-th power would require

$$h_0=-h_0,\qquad k h_0+h_1=-h_1,$$

which forces $h_0=0$ and then $h_1=0$.

```lean
/-- The lattice shear has infinite order, and none of its powers has a centric reflection. -/
theorem shear_no_centric :
    ¬ IsOfFinOrder shear ∧ ∀ (k : ℕ) (h : Fin 2 → ℤ), ¬ IsCentric (shear ^ k) h := by
  have e : ∀ k : ℕ, shear ^ k = !![1, (k : ℤ); 0, 1] := by
    intro k
    induction k with
    | zero => ext i j; fin_cases i <;> fin_cases j <;> simp
    | succ k ih =>
      rw [pow_succ, ih]
      ext i j
      fin_cases i <;> fin_cases j <;>
        simp [shear, Matrix.mul_apply, Fin.sum_univ_two, add_comm]
  constructor
  · intro hf
    obtain ⟨k, hk, h1⟩ := isOfFinOrder_iff_pow_eq_one.mp hf
    rw [e k] at h1
    have h01 := congrFun (congrFun h1 0) 1
    simp at h01
    omega
  · rintro k h ⟨h0, hrev⟩
    rw [e k] at hrev
    have a := congrFun hrev 0
    have b := congrFun hrev 1
    simp [Matrix.mulVec, dotProduct, Fin.sum_univ_two] at a b
    have a0 : h 0 = 0 := by omega
    rw [a0] at b
    have b0 : h 1 = 0 := by
      simp at b
      omega
    apply h0
    ext i
    fin_cases i <;> simp [a0, b0]

end CentricReflections
```

Mathlib sets `orderOf` to $0$, an even number, for an element of infinite order. The shear therefore shows that the equivalence fails without the finite-order hypothesis.

```lean
#print axioms CentricReflections.exists_centric_power_iff_even_order
#print axioms CentricReflections.threefold_no_centric
#print axioms CentricReflections.fourfold_centric_zone
#print axioms CentricReflections.shear_no_centric
```

```
'CentricReflections.exists_centric_power_iff_even_order' depends on axioms: [propext, Classical.choice, Quot.sound]
'CentricReflections.threefold_no_centric' depends on axioms: [propext, Classical.choice, Quot.sound]
'CentricReflections.fourfold_centric_zone' depends on axioms: [propext, Classical.choice, Quot.sound]
'CentricReflections.shear_no_centric' depends on axioms: [propext, Classical.choice, Quot.sound]
```
